# Every finite group of invertible rational matrices preserves a full-rank lattice

When a symmetry routine rewrites a finite group of rational n×n matrices as integer matrices, it needs a lattice basis that works for all the operations at once. Such a basis always exists, and its vectors can be chosen with integer components in the original coordinates.

```lean
import Mathlib

open Matrix

namespace RationalPointGroups

noncomputable section

variable {n : ℕ}

/-- An integer matrix read as a rational matrix. -/
def toQ : Matrix (Fin n) (Fin n) ℤ →+* Matrix (Fin n) (Fin n) ℚ :=
  (Int.castRingHom ℚ).mapMatrix

/-- An integer vector read as a rational vector. -/
def castVec : (Fin n → ℤ) →ₗ[ℤ] (Fin n → ℚ) where
  toFun x := fun i => (x i : ℚ)
  map_add' x y := by ext i; simp
  map_smul' c x := by ext i; simp

/-- A rational matrix all of whose entries are integers. -/
def IsIntegerMatrix (A : Matrix (Fin n) (Fin n) ℚ) : Prop := ∃ C, toQ C = A

/-- The lattice of all integer combinations of the columns of `M`. -/
def lattice (M : Matrix (Fin n) (Fin n) ℤ) : Set (Fin n → ℚ) :=
  {x | ∃ z : Fin n → ℤ, x = toQ M *ᵥ castVec z}

/-- The columns of `M` are a crystal basis in which every operation of `H` has integer entries. -/
def IsCrystalBasis (H : Subgroup (Matrix (Fin n) (Fin n) ℚ)ˣ)
    (M : Matrix (Fin n) (Fin n) ℤ) : Prop :=
  M.det ≠ 0 ∧ ∀ h ∈ H, IsIntegerMatrix ((toQ M)⁻¹ * h.val * toQ M)

/-- The integer vectors that every operation of `H` sends to integer vectors. -/
def stableSublattice (H : Subgroup (Matrix (Fin n) (Fin n) ℚ)ˣ) :
    Submodule ℤ (Fin n → ℤ) where
  carrier := {x | ∀ h ∈ H, ∃ y : Fin n → ℤ, h.val *ᵥ castVec x = castVec y}
  zero_mem' := fun h _ => ⟨0, by simp⟩
  add_mem' := by
    intro x y hx hy h hh
    obtain ⟨u, hu⟩ := hx h hh
    obtain ⟨v, hv⟩ := hy h hh
    exact ⟨u + v, by rw [map_add, Matrix.mulVec_add, hu, hv, map_add]⟩
  smul_mem' := by
    intro c x hx h hh
    obtain ⟨u, hu⟩ := hx h hh
    exact ⟨c • u, by rw [map_smul, Matrix.mulVec_smul, hu, map_smul]⟩

/-- Applying an integer matrix commutes with reading integers as rationals. -/
theorem castVec_mulVec (C : Matrix (Fin n) (Fin n) ℤ) (x : Fin n → ℤ) :
    castVec (C *ᵥ x) = toQ C *ᵥ castVec x := by
  ext i
  simp [castVec, toQ, Matrix.mulVec, dotProduct]

/-- A nonsingular integer matrix stays nonsingular over the rationals. -/
theorem isUnit_det_toQ {M : Matrix (Fin n) (Fin n) ℤ} (hM : M.det ≠ 0) :
    IsUnit (toQ M).det := by
  have h : (toQ M).det = (M.det : ℚ) := ((Int.castRingHom ℚ).map_det M).symm
  rw [h]
  exact isUnit_iff_ne_zero.mpr (by exact_mod_cast hM)

/-- `C` is the matrix of the operation `A` in the basis `M` exactly when `M C = A M`. -/
theorem basis_change_iff {M : Matrix (Fin n) (Fin n) ℤ} (hM : M.det ≠ 0)
    (C : Matrix (Fin n) (Fin n) ℤ) (A : Matrix (Fin n) (Fin n) ℚ) :
    toQ C = (toQ M)⁻¹ * A * toQ M ↔ toQ M * toQ C = A * toQ M := by
  have hu := isUnit_det_toQ hM
  constructor
  · intro h
    rw [h, mul_assoc, Matrix.mul_nonsing_inv_cancel_left _ _ hu]
  · intro h
    rw [mul_assoc, ← h, Matrix.nonsing_inv_mul_cancel_left _ _ hu]

/-- A sublattice of `ℤⁿ` that contains `D ℤⁿ` for some nonzero integer `D` consists of the
integer combinations of the columns of a nonsingular integer matrix. -/
theorem sublattice_basis (N : Submodule ℤ (Fin n → ℤ)) {D : ℤ} (hD0 : D ≠ 0)
    (hD : ∀ x : Fin n → ℤ, D • x ∈ N) :
    ∃ M : Matrix (Fin n) (Fin n) ℤ, M.det ≠ 0 ∧ ∀ x, x ∈ N ↔ ∃ c, x = M *ᵥ c := by
  obtain ⟨m, b⟩ := Submodule.basisOfPid (Pi.basisFun ℤ (Fin n)) N
  -- the rank is n, since N lies between D ℤⁿ and ℤⁿ
  have hm : n = m := by
    have := Module.Finite.of_basis b
    let f : (Fin n → ℤ) →ₗ[ℤ] N :=
      LinearMap.codRestrict N (D • LinearMap.id) (fun x => hD x)
    have hf : Function.Injective f := by
      intro x y hxy
      have h : D • x = D • y := congrArg Subtype.val hxy
      exact smul_right_injective _ hD0 h
    have h1 := LinearMap.finrank_le_finrank_of_injective hf
    have h2 := LinearMap.finrank_le_finrank_of_injective N.injective_subtype
    rw [Module.finrank_eq_card_basis b] at h1 h2
    simp only [Module.finrank_fin_fun, Fintype.card_fin] at h1 h2
    omega
  subst hm
  let M : Matrix (Fin n) (Fin n) ℤ := Matrix.of fun i j => (b j : Fin n → ℤ) i
  have hM : ∀ c : Fin n → ℤ, M *ᵥ c = ((∑ j, c j • b j : N) : Fin n → ℤ) := by
    intro c
    ext i
    simp [M, Matrix.mulVec, dotProduct, Finset.sum_apply, mul_comm]
  have hN : ∀ x ∈ N, ∃ c, x = M *ᵥ c := fun x hx =>
    ⟨⇑(b.repr ⟨x, hx⟩), by rw [hM, b.sum_repr]⟩
  refine ⟨M, ?_, fun x => ⟨hN x, ?_⟩⟩
  · -- M times an integer matrix is D times the identity
    choose c hc using fun j : Fin n => hN (D • Pi.single j 1) (hD _)
    have hMC : M * (Matrix.of fun i j => c j i) = D • (1 : Matrix (Fin n) (Fin n) ℤ) := by
      ext i j
      calc (M * (Matrix.of fun i j => c j i)) i j = (M *ᵥ c j) i := rfl
        _ = (D • (Pi.single j 1 : Fin n → ℤ)) i := (congrFun (hc j) i).symm
        _ = _ := by simp [Matrix.one_apply, Pi.single_apply]
    intro h0
    have h := congrArg Matrix.det hMC
    rw [Matrix.det_mul, h0, zero_mul, Matrix.det_smul, Matrix.det_one, mul_one] at h
    exact pow_ne_zero _ hD0 h.symm
  · rintro ⟨c, rfl⟩
    rw [hM]
    exact Subtype.property _

/-- A group of rational matrices, finite or not, has integer entries in some crystal basis exactly
when its matrices have a common denominator. -/
theorem crystalBasis_iff_common_denominator (H : Subgroup (Matrix (Fin n) (Fin n) ℚ)ˣ) :
    (∃ M, IsCrystalBasis H M) ↔
      ∃ D : ℤ, D ≠ 0 ∧ ∀ h ∈ H, IsIntegerMatrix ((D : ℚ) • h.val) := by
  constructor
  · rintro ⟨M, hM, hH⟩
    refine ⟨M.det, hM, fun h hh => ?_⟩
    obtain ⟨C, hC⟩ := hH h hh
    have hs : ∀ d : ℤ, toQ (d • (1 : Matrix (Fin n) (Fin n) ℤ)) = (d : ℚ) • 1 := by
      intro d
      ext i j
      change ((d * (1 : Matrix (Fin n) (Fin n) ℤ) i j : ℤ) : ℚ) =
        (d : ℚ) * (1 : Matrix (Fin n) (Fin n) ℚ) i j
      by_cases hij : i = j <;> simp [Matrix.one_apply, hij]
    -- det(M) h = M C adj(M)
    refine ⟨M * C * M.adjugate, ?_⟩
    rw [map_mul, map_mul, (basis_change_iff hM C _).1 hC, mul_assoc, ← map_mul,
      Matrix.mul_adjugate, hs, Matrix.mul_smul, mul_one]
  · rintro ⟨D, hD0, hD⟩
    obtain ⟨M, hM, hN⟩ := sublattice_basis (stableSublattice H) hD0 (by
      intro x h hh
      obtain ⟨C, hC⟩ := hD h hh
      refine ⟨C *ᵥ x, ?_⟩
      rw [castVec_mulVec, hC, map_smul, Matrix.mulVec_smul, Matrix.smul_mulVec,
        Int.cast_smul_eq_zsmul])
    refine ⟨M, hM, fun h hh => ?_⟩
    -- h sends each basis vector to an integer combination of basis vectors
    have hcol : ∀ j, ∃ c, h.val *ᵥ castVec (fun i => M i j) = castVec (M *ᵥ c) := by
      intro j
      have hx : (fun i => M i j) ∈ stableSublattice H :=
        (hN _).2 ⟨Pi.single j 1, by ext i; simp⟩
      obtain ⟨y, hy⟩ := hx h hh
      have hyN : y ∈ stableSublattice H := by
        intro g hg
        obtain ⟨z, hz⟩ := hx (g * h) (H.mul_mem hg hh)
        exact ⟨z, by rw [← hy, Matrix.mulVec_mulVec, ← Units.val_mul, hz]⟩
      obtain ⟨c, rfl⟩ := (hN y).1 hyN
      exact ⟨c, hy⟩
    choose c hc using hcol
    refine ⟨Matrix.of fun i j => c j i, (basis_change_iff hM _ _).2 ?_⟩
    ext i j
    have h1 := congrFun (hc j) i
    rw [castVec_mulVec] at h1
    exact h1.symm

/-- Every operation of `H` maps the lattice spanned by a crystal basis of `H` onto itself. -/
theorem image_lattice {H : Subgroup (Matrix (Fin n) (Fin n) ℚ)ˣ}
    {M : Matrix (Fin n) (Fin n) ℤ} (hM : IsCrystalBasis H M) {h : (Matrix (Fin n) (Fin n) ℚ)ˣ}
    (hh : h ∈ H) : (fun x => h.val *ᵥ x) '' lattice M = lattice M := by
  have sub : ∀ g ∈ H, ∀ x ∈ lattice M, g.val *ᵥ x ∈ lattice M := by
    rintro g hg _ ⟨z, rfl⟩
    obtain ⟨C, hC⟩ := hM.2 g hg
    refine ⟨C *ᵥ z, ?_⟩
    rw [castVec_mulVec, Matrix.mulVec_mulVec, Matrix.mulVec_mulVec,
      (basis_change_iff hM.1 C _).1 hC]
  apply Set.Subset.antisymm
  · rintro _ ⟨x, hx, rfl⟩
    exact sub h hh x hx
  · -- the inverse operation supplies the preimage
    intro x hx
    refine ⟨(h⁻¹).val *ᵥ x, sub h⁻¹ (H.inv_mem hh) x hx, ?_⟩
    change h.val *ᵥ ((h⁻¹).val *ᵥ x) = x
    rw [Matrix.mulVec_mulVec, ← Units.val_mul, mul_inv_cancel, Units.val_one,
      Matrix.one_mulVec]

/-- For every finite group `H` of invertible rational matrices there is a nonsingular integer
matrix `M` such that each `M⁻¹ h M` is an integer matrix and each `h` maps the lattice `M ℤⁿ`
onto itself. -/
theorem finite_group_preserves_lattice (H : Subgroup (Matrix (Fin n) (Fin n) ℚ)ˣ) [Finite H] :
    ∃ M : Matrix (Fin n) (Fin n) ℤ, M.det ≠ 0 ∧ ∀ h ∈ H,
      IsIntegerMatrix ((toQ M)⁻¹ * h.val * toQ M) ∧
      (fun x => h.val *ᵥ x) '' lattice M = lattice M := by
  have := Fintype.ofFinite H
  -- the product of all denominators is a common denominator
  obtain ⟨D, hD0, hdvd⟩ : ∃ D : ℤ, D ≠ 0 ∧
      ∀ (h : H) (i j : Fin n), ((h.val.val i j).den : ℤ) ∣ D := by
    refine ⟨∏ p : H × Fin n × Fin n, ((p.1.val.val p.2.1 p.2.2).den : ℤ), ?_, ?_⟩
    · exact Finset.prod_ne_zero_iff.mpr fun p _ => by
        exact_mod_cast (p.1.val.val p.2.1 p.2.2).den_nz
    · intro h i j
      exact Finset.dvd_prod_of_mem
        (fun p : H × Fin n × Fin n => ((p.1.val.val p.2.1 p.2.2).den : ℤ))
        (Finset.mem_univ (h, i, j))
  obtain ⟨M, hM⟩ := (crystalBasis_iff_common_denominator H).2 ⟨D, hD0, by
    intro h hh
    have key : ∀ i j, ∃ z : ℤ, (z : ℚ) = D * h.val i j := by
      intro i j
      obtain ⟨k, hk⟩ := hdvd ⟨h, hh⟩ i j
      have hk' : (D : ℚ) = (h.val i j).den * k := by exact_mod_cast hk
      refine ⟨(h.val i j).num * k, ?_⟩
      push_cast
      linear_combination (-(k : ℚ)) * Rat.mul_den_eq_num (h.val i j) - h.val i j * hk'
    choose C hC using key
    exact ⟨Matrix.of C, by ext i j; exact hC i j⟩⟩
  exact ⟨M, hM.1, fun h hh => ⟨hM.2 h hh, image_lattice hM hh⟩⟩

/-- Every matrix in a finite group of rational matrices has an integer trace. -/
theorem trace_integer (H : Subgroup (Matrix (Fin n) (Fin n) ℚ)ˣ) [Finite H]
    {h : (Matrix (Fin n) (Fin n) ℚ)ˣ} (hh : h ∈ H) : ∃ t : ℤ, h.val.trace = t := by
  obtain ⟨M, hM, hH⟩ := finite_group_preserves_lattice H
  obtain ⟨C, hC⟩ := (hH h hh).1
  have h1 : (toQ C).trace = h.val.trace := by
    rw [hC, Matrix.trace_mul_comm, Matrix.mul_nonsing_inv_cancel_left _ _ (isUnit_det_toQ hM)]
  exact ⟨C.trace, by rw [← h1]; simp [toQ, Matrix.trace]⟩

/-- A group of rational plane matrices that contains the rotation with cosine 3/5 and sine 4/5
is infinite. -/
theorem rotation_three_four_five (H : Subgroup (Matrix (Fin 2) (Fin 2) ℚ)ˣ)
    {r : (Matrix (Fin 2) (Fin 2) ℚ)ˣ} (hr : r.val = !![3/5, -4/5; 4/5, 3/5]) (hrH : r ∈ H) :
    ¬ Finite H := by
  intro hfin
  obtain ⟨t, ht⟩ := trace_integer H hrH
  rw [hr, Matrix.trace_fin_two_of] at ht
  -- the trace 6/5 is not an integer
  have h5 : (6 : ℚ) = 5 * t := by linarith
  have h6 : (6 : ℤ) = 5 * t := by exact_mod_cast h5
  omega

end

end RationalPointGroups
```

```lean
#print axioms RationalPointGroups.finite_group_preserves_lattice
#print axioms RationalPointGroups.rotation_three_four_five
```

```
'RationalPointGroups.finite_group_preserves_lattice' depends on axioms: [propext, Classical.choice, Quot.sound]
'RationalPointGroups.rotation_three_four_five' depends on axioms: [propext, Classical.choice, Quot.sound]
```

## Point operations in a lattice basis

`finite_group_preserves_lattice` takes a finite group H of invertible rational n×n matrices. It gives an integer matrix M with det M ≠ 0 such that, for every h in H, the matrix M⁻¹hM has integer entries and h maps the lattice Mℤⁿ onto itself.

The columns of M are the lattice basis vectors, written in the original coordinates, and M⁻¹hM is the operation h in that basis. In Lean, H is a `Subgroup` of the units of the rational matrix ring, and `h.val` is the matrix of h, acting on column vectors. The maps `toQ` and `castVec` read integer matrices and vectors as rational ones. `IsIntegerMatrix` says that a rational matrix comes from an integer one, and `lattice M` is the set of vectors Mz with z an integer vector. `IsCrystalBasis H M` combines det M ≠ 0 with the integrality of every M⁻¹hM.

Finiteness enters only through a common denominator, a nonzero integer D for which every Dh is an integer matrix. `crystalBasis_iff_common_denominator` shows that any group H, finite or infinite, has a crystal basis exactly when it has a common denominator.

No metric appears, so the matrices need not be orthogonal. If they are, H is a point group in Cartesian coordinates. A threefold rotation of the plane has entries with √3 in Cartesian coordinates and is covered only after a change to coordinates in which it is rational. Translations are absent, and M is not tied to the primitive cell of a given material. For n ≥ 1 it is not unique either, since 2M serves as well as M. In electronic-structure calculations, a symmetry operation with integer matrix C in the crystal's own lattice basis acts on the components of a k-point in the reciprocal basis through the inverse transpose of C, which is again an integer matrix. The theorem gives integer matrices in some lattice basis, which need not be the crystal's own.

## The sublattice that stays integral

For a finite group, let D be the product of the denominators of all entries of all matrices in H. If an entry is p/q, then D = qk for some integer k, and D(p/q) = pk is an integer. The last theorem about lattices, `finite_group_preserves_lattice`, carries out this computation before it calls the equivalence.

Now define

L = {x ∈ ℤⁿ : hx ∈ ℤⁿ for every h ∈ H}.

This is `stableSublattice H`. By linearity it is closed under sums and integer multiples. It contains Dℤⁿ, because

h(Dx) = (Dh)x

is an integer vector. The group also maps L into itself. If x is in L and y = hx, then y is an integer vector, and for every g in H

gy = (gh)x

is an integer vector too, since gh belongs to H.

## A basis with nonzero determinant

As a sublattice of ℤⁿ, L has a basis of m vectors with m ≤ n. Multiplication by D embeds ℤⁿ in L, so n ≤ m, and hence m = n. In `sublattice_basis`, `Submodule.basisOfPid` supplies the basis, and two injective maps give the two inequalities.

Let the basis vectors be the columns of M. Each vector Deⱼ lies in L, so Deⱼ = Mkⱼ for an integer vector kⱼ. With the kⱼ as the columns of K,

MK = D·1, so det(M) det(K) = Dⁿ ≠ 0.

Therefore det M ≠ 0.

Each h sends column j of M to a vector in L, which is Mcⱼ for some integer vector cⱼ. Collecting the cⱼ as the columns of C gives

hM = MC, so M⁻¹hM = C.

The Lean proof obtains these vectors in `hcol`, assembles them into a matrix, and uses `basis_change_iff` to pass between the two equations.

Conversely, suppose that M is a crystal basis. Multiplying hM = MC on the right by the adjugate of M gives

det(M) h = M C adj(M).

The right side is an integer matrix, so det M is a common denominator.

For the lattice itself, h(Mz) = M(Cz) shows that h maps Mℤⁿ into itself. The same holds for h⁻¹, so every lattice point x equals h(h⁻¹x), the image of a lattice point. This is the argument of `image_lattice`.

## Integer traces and rotation angles

The trace does not depend on the basis:

tr h = tr(M⁻¹hM) = tr C.

Hence every matrix in a finite rational group has an integer trace, which is `trace_integer`. The rotation with cosine 3/5 and sine 4/5 has trace 6/5, so `rotation_three_four_five` concludes that any group of invertible rational 2×2 matrices containing it is infinite.

The same trace argument leads to the crystallographic restriction in the plane. A rational 2×2 matrix of finite order that is a rotation by θ in some real basis has trace 2 cos θ, which must be −2, −1, 0, 1 or 2. Its order is therefore 1, 2, 3, 4 or 6. This deduction is made here by hand and is not a theorem of the file.

## Computing such a basis

A program can find a suitable M without solving for L. It places the columns of all the matrices Dh side by side and reduces them to a lattice basis, for instance by a Hermite normal form. The lattice they span is preserved because g(Dh) = D(gh), and it has full rank because the identity contributes the columns of D·1.

As an example, let H consist of the identity and the matrix h with rows (1, 1/2) and (0, −1), whose square is the identity. With D = 2, the columns to reduce are (2, 0), (0, 2), (2, 0) and (1, −2). They span the lattice with basis (1, 0) and (0, 2), so M = diag(1, 2), and

M⁻¹hM has rows (1, 1) and (0, −1).
